# One electron on a Hubbard orbital and a degenerate ligand: in a hopping model with the DFT+U correction, the energy minimum splits at U = 4t

The electron has real amplitudes (cos x, sin x) on the Hubbard orbital and the ligand, with 0 ≤ x ≤ π/2. Both orbital energies are zero, t > 0 is the hopping strength, and n = cos² x is the Hubbard occupation. The energy is the hopping energy plus the correction U n(1 - n)/2, of the form used in DFT+U, which for U > 0 penalises fractional occupation. The hopping energy stands in for the DFT energy, whose Hartree and exchange-correlation terms are left out, so the threshold found below belongs to this model. Here t and U are given numbers, not computed from an electronic structure.

In Lean 4 with Mathlib:

```lean
import Mathlib

open Matrix Set
open scoped Real Topology

namespace HubbardLigandMixing

noncomputable section
```

This loads the Mathlib library and allows short names such as `π`.

```lean
/-- Amplitudes of the electron on the Hubbard orbital and on the ligand at mixing angle `x`. -/
def amplitudes (x : ℝ) : Fin 2 → ℝ := ![Real.cos x, Real.sin x]
```

The type `Fin 2 → ℝ` is a real vector with entries numbered 0 (Hubbard orbital) and 1 (ligand). It is normalised because cos² x + sin² x = 1.

```lean
/-- One-electron Hamiltonian of two degenerate orbitals coupled by the hopping `t`. -/
def hopping (t : ℝ) : Matrix (Fin 2) (Fin 2) ℝ := !![0, -t; -t, 0]
```

The zero diagonal expresses the degeneracy; the off-diagonal elements are -t.

```lean
/-- Occupation of the Hubbard orbital. -/
def occupation (x : ℝ) : ℝ := (amplitudes x 0) ^ 2
```

This is n, the squared amplitude of entry 0.

```lean
/-- Hopping energy plus the Hubbard correction `U n (1 - n) / 2`. -/
def energy (t U x : ℝ) : ℝ :=
  amplitudes x ⬝ᵥ (hopping t *ᵥ amplitudes x) + U * occupation x * (1 - occupation x) / 2
```

The symbol `*ᵥ` applies a matrix to a vector and `⬝ᵥ` is the dot product, so the energy is

E(x) = ⟨H⟩ + U n(1 - n)/2.

```lean
/-- The mixing angles in `[0, π/2]` at which the energy is lowest on that interval. -/
def minimizers (t U : ℝ) : Set ℝ :=
  {x | x ∈ Icc 0 (π / 2) ∧ ∀ y ∈ Icc 0 (π / 2), energy t U x ≤ energy t U y}
```

`Icc 0 (π / 2)` is the closed interval [0, π/2]. A minimizer is a global one on that interval.

## The energy depends only on sin 2x

```lean
/-- The expectation value of the hopping Hamiltonian is `-t sin 2x`. -/
theorem hopping_expectation (t x : ℝ) :
    amplitudes x ⬝ᵥ (hopping t *ᵥ amplitudes x) = -t * Real.sin (2 * x) := by
  rw [Real.sin_two_mul]
  simp [amplitudes, hopping, dotProduct, Matrix.mulVec, Fin.sum_univ_two]
  ring
```

The Hamiltonian turns (cos x, sin x) into (-t sin x, -t cos x). The dot product with the original vector is

-2t sin x cos x = -t sin 2x.

In the proof, `simp` writes out the sums and `ring` does the algebra.

```lean
/-- The energy is a quadratic function of `sin 2x`. -/
theorem energy_eq_quadratic (t U x : ℝ) :
    energy t U x = -t * Real.sin (2 * x) + U / 8 * Real.sin (2 * x) ^ 2 := by
  have hn : occupation x = Real.cos x ^ 2 := by simp [occupation, amplitudes]
  unfold energy
  rw [hopping_expectation, hn, Real.sin_two_mul]
  linear_combination (-(U / 2) * Real.cos x ^ 2) * Real.sin_sq_add_cos_sq x
```

Write s = sin 2x. Since n(1 - n) = cos² x sin² x = s²/4,

E = -t s + U s²/8.

The `linear_combination` step supplies sin² x + cos² x = 1.

```lean
/-- The energy relative to that of the equal mixture `x = π/4`, in factored form. -/
theorem energy_sub_equal_mixture (t U x : ℝ) :
    energy t U x - energy t U (π / 4) =
      (1 - Real.sin (2 * x)) * (t - U * (1 + Real.sin (2 * x)) / 8) := by
  have h : Real.sin (2 * (π / 4)) = 1 := by
    rw [show 2 * (π / 4) = π / 2 by ring, Real.sin_pi_div_two]
  rw [energy_eq_quadratic, energy_eq_quadratic, h]
  ring
```

At x = π/4 we have s = 1 and E = -t + U/8. Subtracting,

E(x) - E(π/4) = t(1 - s) - U(1 - s²)/8 = (1 - s)(t - U(1 + s)/8).

```lean
/-- For `-1 ≤ s ≤ 1`, an angle `x` in `[0, π/2]` satisfies `sin 2x = s` exactly when it equals
`arcsin s / 2` or the mirror image `π/2 - arcsin s / 2`. -/
theorem sin_two_mul_eq_iff {s x : ℝ} (hs : -1 ≤ s) (hs1 : s ≤ 1) (hx : x ∈ Icc 0 (π / 2)) :
    Real.sin (2 * x) = s ↔ x = Real.arcsin s / 2 ∨ x = π / 2 - Real.arcsin s / 2 := by
  obtain ⟨h0, h1⟩ := hx
  have hpi := Real.pi_pos
  constructor
  · intro h
    rcases le_total (2 * x) (π / 2) with h2 | h2
    · left
      have := Real.arcsin_sin (x := 2 * x) (by linarith) h2
      rw [h] at this
      linarith
    · right
      have := Real.arcsin_sin (x := π - 2 * x) (by linarith) (by linarith)
      rw [Real.sin_pi_sub, h] at this
      linarith
  · rintro (h | h)
    · rw [h, show 2 * (Real.arcsin s / 2) = Real.arcsin s by ring, Real.sin_arcsin hs hs1]
    · rw [h, show 2 * (π / 2 - Real.arcsin s / 2) = π - Real.arcsin s by ring,
        Real.sin_pi_sub, Real.sin_arcsin hs hs1]
```

The angle 2x lies in [0, π]. If 2x ≤ π/2, then sin 2x = s gives 2x = arcsin s. Otherwise π - 2x has the same sine and lies in the range of the arcsine, so π - 2x = arcsin s. Substituting either angle back gives s again. The proof makes the same case split with `rcases`.

## Up to U = 4t: the equal mixture alone

```lean
/-- For `t > 0` and `U ≤ 4t` the equal mixture `x = π/4` is the only minimizer. -/
theorem minimizers_weak {t U : ℝ} (ht : 0 < t) (hU : U ≤ 4 * t) :
    minimizers t U = {π / 4} := by
  have hpi := Real.pi_pos
  have hmem : π / 4 ∈ Icc 0 (π / 2) := ⟨by linarith, by linarith⟩
  -- any other angle lies strictly higher
  have key : ∀ y ∈ Icc 0 (π / 2), y ≠ π / 4 → energy t U (π / 4) < energy t U y := by
    intro y hy hne
    have hs1 : Real.sin (2 * y) ≠ 1 := by
      intro h
      apply hne
      rcases (sin_two_mul_eq_iff (by norm_num) le_rfl hy).1 h with h | h <;>
        rw [Real.arcsin_one] at h <;> linarith
    have hlt : Real.sin (2 * y) < 1 := lt_of_le_of_ne (Real.sin_le_one _) hs1
    have hge := Real.neg_one_le_sin (2 * y)
    have hf : 0 < t - U * (1 + Real.sin (2 * y)) / 8 := by
      have a := mul_nonneg (sub_nonneg.2 hU) (by linarith : 0 ≤ 1 + Real.sin (2 * y))
      have b := mul_pos ht (sub_pos.2 hlt)
      nlinarith [a, b]
    have hp := mul_pos (sub_pos.2 hlt) hf
    rw [← energy_sub_equal_mixture] at hp
    linarith
  ext x
  rw [mem_singleton_iff]
  constructor
  · rintro ⟨hx, hmin⟩
    by_contra hne
    exact absurd (hmin _ hmem) (not_le_of_gt (key x hx hne))
  · rintro rfl
    refine ⟨hmem, fun y hy => ?_⟩
    by_cases h : y = π / 4
    · rw [h]
    · exact (key y hy h).le
```

The hypotheses are `ht` (t > 0) and `hU` (U ≤ 4t); negative U is allowed. For x ≠ π/4 in the interval, the previous lemma gives s < 1. Because 1 + s ≥ 0,

8t - U(1 + s) ≥ 8t - 4t(1 + s) = 4t(1 - s) > 0.

Both factors of the energy difference are therefore positive, and every other angle lies strictly higher. This is the step `key`; `nlinarith` combines the inequalities.

At U = 4t the difference is t(1 - s)²/2, which for x = π/4 + δ starts as 2tδ⁴: the minimum is still unique, but quartically flat.

## Beyond U = 4t: two minimizers

```lean
/-- Completing the square in `sin 2x` for a nonzero Hubbard parameter. -/
theorem energy_complete_square (t x : ℝ) {U : ℝ} (hU : U ≠ 0) :
    energy t U x = -2 * t ^ 2 / U + U / 8 * (Real.sin (2 * x) - 4 * t / U) ^ 2 := by
  rw [energy_eq_quadratic]
  field_simp
  ring
```

Expanding the square confirms the identity:

(U/8)(s - 4t/U)² = U s²/8 - t s + 2t²/U.

```lean
/-- For `t > 0` and `U > 4t` the minimizers are the angles in `[0, π/2]` with `sin 2x = 4t/U`, and
these are two distinct angles, mirror images about `π/4`. -/
theorem minimizers_strong {t U : ℝ} (ht : 0 < t) (hU : 4 * t < U) :
    minimizers t U = {x | x ∈ Icc 0 (π / 2) ∧ Real.sin (2 * x) = 4 * t / U} ∧
    minimizers t U =
      {Real.arcsin (4 * t / U) / 2, π / 2 - Real.arcsin (4 * t / U) / 2} ∧
    Real.arcsin (4 * t / U) / 2 ≠ π / 2 - Real.arcsin (4 * t / U) / 2 := by
  have hU0 : 0 < U := by linarith
  have hs0 : 0 < 4 * t / U := by positivity
  have hs1 : 4 * t / U < 1 := (div_lt_one hU0).2 hU
  have ha0 := Real.arcsin_nonneg.2 hs0.le
  have ha1 := Real.arcsin_lt_pi_div_two.2 hs1
  have hm1 : Real.arcsin (4 * t / U) / 2 ∈ Icc 0 (π / 2) := ⟨by linarith, by linarith⟩
  have hm2 : π / 2 - Real.arcsin (4 * t / U) / 2 ∈ Icc 0 (π / 2) :=
    ⟨by linarith, by linarith⟩
  have hiff := fun (x : ℝ) (hx : x ∈ Icc 0 (π / 2)) =>
    sin_two_mul_eq_iff (by linarith : -1 ≤ 4 * t / U) hs1.le hx
  have hset : minimizers t U = {x | x ∈ Icc 0 (π / 2) ∧ Real.sin (2 * x) = 4 * t / U} := by
    ext x
    constructor
    · rintro ⟨hx, hmin⟩
      refine ⟨hx, ?_⟩
      -- compare with an angle at which the square vanishes
      have h := hmin _ hm1
      rw [energy_complete_square t _ hU0.ne', energy_complete_square t _ hU0.ne',
        (hiff _ hm1).2 (Or.inl rfl), sub_self] at h
      by_contra hne
      have hp : 0 < U / 8 * (Real.sin (2 * x) - 4 * t / U) ^ 2 :=
        mul_pos (by linarith) (sq_pos_of_ne_zero (sub_ne_zero.2 hne))
      linarith
    · rintro ⟨hx, h⟩
      refine ⟨hx, fun y _ => ?_⟩
      rw [energy_complete_square t x hU0.ne', energy_complete_square t y hU0.ne', h, sub_self]
      have hp : 0 ≤ U / 8 * (Real.sin (2 * y) - 4 * t / U) ^ 2 := by positivity
      linarith
  refine ⟨hset, ?_, fun h => by linarith⟩
  rw [hset]
  ext x
  constructor
  · rintro ⟨hx, h⟩
    exact (hiff x hx).1 h
  · rintro (h | h)
    · have hx : x ∈ Icc 0 (π / 2) := by rw [h]; exact hm1
      exact ⟨hx, (hiff x hx).2 (Or.inl h)⟩
    · have hx : x ∈ Icc 0 (π / 2) := by rw [h]; exact hm2
      exact ⟨hx, (hiff x hx).2 (Or.inr h)⟩
```

The three statements joined by `∧` say that the minimizers are the angles with sin 2x = 4t/U, that these are θ and π/2 - θ with θ = arcsin(4t/U)/2, and that the two differ.

For U > 4t > 0 the number 4t/U lies strictly between 0 and 1, so the square can vanish. Its coefficient is positive, so the energy is lowest exactly where it does. The arcsine is below π/2, hence θ < π/4 and the angles are distinct.

```lean
/-- For `U > 4t` the equal mixture is a strict local maximum of the energy. -/
theorem equal_mixture_strict_local_max {t U : ℝ} (hU : 4 * t < U) :
    ∀ᶠ x in 𝓝[≠] (π / 4), energy t U x < energy t U (π / 4) := by
  have hpi := Real.pi_pos
  have h1 : {x : ℝ | 8 * t < U * (1 + Real.sin (2 * x))} ∈ 𝓝 (π / 4) := by
    refine (isOpen_lt continuous_const (by fun_prop)).mem_nhds ?_
    change 8 * t < U * (1 + Real.sin (2 * (π / 4)))
    rw [show 2 * (π / 4) = π / 2 by ring, Real.sin_pi_div_two]
    linarith
  have h2 : Icc 0 (π / 2) ∈ 𝓝 (π / 4) := Icc_mem_nhds (by linarith) (by linarith)
  filter_upwards [mem_nhdsWithin_of_mem_nhds h1, mem_nhdsWithin_of_mem_nhds h2,
    self_mem_nhdsWithin] with x ha hb hc
  change 8 * t < U * (1 + Real.sin (2 * x)) at ha
  have hs1 : Real.sin (2 * x) ≠ 1 := by
    intro h
    apply hc
    rw [mem_singleton_iff]
    rcases (sin_two_mul_eq_iff (by norm_num) le_rfl hb).1 h with h | h <;>
      rw [Real.arcsin_one] at h <;> linarith
  have hlt : Real.sin (2 * x) < 1 := lt_of_le_of_ne (Real.sin_le_one _) hs1
  -- the two factors of the energy difference have opposite signs
  have hp := mul_neg_of_pos_of_neg (sub_pos.2 hlt)
    (by linarith : t - U * (1 + Real.sin (2 * x)) / 8 < 0)
  rw [← energy_sub_equal_mixture] at hp
  linarith
```

The notation `∀ᶠ x in 𝓝[≠] (π / 4)` means "for all x close enough to π/4 but different from it". There 1 - s > 0, while U(1 + s) is close to 2U > 8t by continuity. The second factor is negative, so E(x) < E(π/4).

```lean
/-- For `t > 0` and `U > 4t` every minimizer has energy `-2t²/U`, and its occupation `n` satisfies
`(2n - 1)² = 1 - (4t/U)²`. -/
theorem minimizer_energy_and_occupation {t U x : ℝ} (ht : 0 < t) (hU : 4 * t < U)
    (hx : x ∈ minimizers t U) :
    energy t U x = -2 * t ^ 2 / U ∧
      (2 * occupation x - 1) ^ 2 = 1 - (4 * t / U) ^ 2 := by
  have hU0 : U ≠ 0 := by linarith
  rw [(minimizers_strong ht hU).1] at hx
  obtain ⟨_, h⟩ := hx
  constructor
  · rw [energy_complete_square t x hU0, h]
    ring
  · have hn : 2 * occupation x - 1 = Real.cos (2 * x) := by
      rw [Real.cos_two_mul]
      simp [occupation, amplitudes]
    rw [hn, ← h]
    linarith [Real.sin_sq_add_cos_sq (2 * x)]

end

end HubbardLigandMixing
```

With the square zero, E = -2t²/U. Also 2n - 1 = cos 2x, so

(2n - 1)² = 1 - sin² 2x = 1 - (4t/U)².

As U grows at fixed t, n tends to 1 or 0.

In this one-electron model the hopping term alone favours equal sharing, so the localisation comes entirely from the correction. Solving this model self-consistently, in the manner of DFT+U, adds the potential U(1/2 - n) on the Hubbard orbital to the fixed hopping Hamiltonian. It vanishes at n = 1/2, so an iteration started exactly there stays there even when U > 4t; finding the lower solutions takes a start with unequal occupations.

```lean
#print axioms HubbardLigandMixing.minimizers_weak
#print axioms HubbardLigandMixing.equal_mixture_strict_local_max
#print axioms HubbardLigandMixing.minimizer_energy_and_occupation
```

```
'HubbardLigandMixing.minimizers_weak' depends on axioms: [propext, Classical.choice, Quot.sound]
'HubbardLigandMixing.equal_mixture_strict_local_max' depends on axioms: [propext, Classical.choice, Quot.sound]
'HubbardLigandMixing.minimizer_energy_and_occupation' depends on axioms: [propext, Classical.choice, Quot.sound]
```
